# A plane lattice with 90° or 60° rotation symmetry is spanned by any shortest vector and its rotated copy

Suppose a quarter turn maps a plane lattice L into itself, and (1, 0) is a shortest nonzero vector of L. Then L also contains (0, 1), hence every integer point. Take any w = (x, y) in L and subtract the integer point obtained by rounding x and y. The remainder is again in L, and its squared length is at most

1/4 + 1/4 = 1/2 < 1.

No nonzero vector of L is that short, so the remainder is zero and w is an integer point. The parts below carry this argument over to an oblique pair of vectors.

```lean
import Mathlib

open Matrix
open scoped Real

namespace PlaneLatticeRotation

noncomputable section
```

Vectors are pairs of real Cartesian components, numbered 0 and 1 as in Lean. The matrix R = `rot θ` rotates counterclockwise by θ, in radians.

```lean
/-- The rotation of the plane by the angle `θ`. -/
def rot (θ : ℝ) : Matrix (Fin 2) (Fin 2) ℝ :=
  !![Real.cos θ, -Real.sin θ; Real.sin θ, Real.cos θ]
```

The columns of a real matrix A are the primitive translations. The lattice A ℤ² consists of all A z with z a pair of integers. The definition admits any A; invertibility is a hypothesis where it is needed.

```lean
/-- The lattice `A ℤ²`: all integer combinations of the columns of `A`. -/
def lattice (A : Matrix (Fin 2) (Fin 2) ℝ) : AddSubgroup (Fin 2 → ℝ) where
  carrier := {w | ∃ z : Fin 2 → ℤ, A *ᵥ (fun i => (z i : ℝ)) = w}
  zero_mem' := ⟨0, by ext i; simp [Matrix.mulVec, dotProduct]⟩
  add_mem' := by
    rintro _ _ ⟨y, rfl⟩ ⟨z, rfl⟩
    exact ⟨y + z, by
      rw [← Matrix.mulVec_add]; congr 1; ext i; simp⟩
  neg_mem' := by
    rintro _ ⟨z, rfl⟩
    exact ⟨-z, by
      rw [← Matrix.mulVec_neg]; congr 1; ext i; simp⟩
```

Write |v|² for `v ⬝ᵥ v`. A shortest vector is a nonzero member of L whose squared length no other nonzero member undercuts. There may be several.

```lean
/-- `v` is a shortest nonzero vector of `L`. -/
def IsShortest (L : AddSubgroup (Fin 2 → ℝ)) (v : Fin 2 → ℝ) : Prop :=
  v ∈ L ∧ v ≠ 0 ∧ ∀ w ∈ L, w ≠ 0 → v ⬝ᵥ v ≤ w ⬝ᵥ w
```

**(a) Write R v in components.**

Multiplying the matrix into the column gives

R v = (v₀ cos θ − v₁ sin θ, v₀ sin θ + v₁ cos θ).

```lean
/-- The rotated vector in Cartesian components. -/
theorem rot_mulVec (θ : ℝ) (v : Fin 2 → ℝ) : rot θ *ᵥ v =
    ![Real.cos θ * v 0 - Real.sin θ * v 1, Real.sin θ * v 0 + Real.cos θ * v 1] := by
  ext i
  fin_cases i <;> simp [rot, Matrix.mulVec, dotProduct, Fin.sum_univ_two]
  ring
```

**(b) Find the squared length of a v + b R v for real a and b.**

A rotation preserves length, so |R v|² = |v|². In v · R v the sine terms cancel, leaving cos θ |v|². Expanding the square gives

|a v + b R v|² = (a² + b² + 2ab cos θ) |v|².

In the Lean proof, `linear_combination` supplies sin² θ + cos² θ = 1, multiplied by b²|v|².

```lean
/-- The squared length of a combination of `v` and its rotated copy. -/
theorem dot_comb (θ a b : ℝ) (v : Fin 2 → ℝ) :
    (a • v + b • (rot θ *ᵥ v)) ⬝ᵥ (a • v + b • (rot θ *ᵥ v)) =
      (a ^ 2 + b ^ 2 + 2 * a * b * Real.cos θ) * (v ⬝ᵥ v) := by
  rw [rot_mulVec]
  simp only [dotProduct, Fin.sum_univ_two, Pi.add_apply, Pi.smul_apply, smul_eq_mul,
    Matrix.cons_val_zero, Matrix.cons_val_one]
  linear_combination (b ^ 2 * (v 0 ^ 2 + v 1 ^ 2)) * Real.sin_sq_add_cos_sq θ
```

**(c) Show that a nonzero vector has positive squared length.**

If v₀² + v₁² ≤ 0, both squares vanish, so v = 0.

```lean
/-- A nonzero vector has positive squared length. -/
theorem dot_pos {v : Fin 2 → ℝ} (hv : v ≠ 0) : 0 < v ⬝ᵥ v := by
  by_contra h
  simp only [dotProduct, Fin.sum_univ_two, not_lt] at h
  have h0 : v 0 = 0 := mul_self_eq_zero.mp
    (by nlinarith [mul_self_nonneg (v 0), mul_self_nonneg (v 1)])
  have h1 : v 1 = 0 := mul_self_eq_zero.mp
    (by nlinarith [mul_self_nonneg (v 0), mul_self_nonneg (v 1)])
  exact hv (funext (Fin.forall_fin_two.mpr ⟨h0, h1⟩))
```

**(d) For sin θ ≠ 0 and v ≠ 0, write an arbitrary w as x v + y R v with real x and y.**

The determinant of the pair v, R v is

D = v₀ (R v)₁ − v₁ (R v)₀ = sin θ |v|²,

which is nonzero by (c). Cramer's rule gives

x D = w₀ (R v)₁ − w₁ (R v)₀,

y D = v₀ w₁ − v₁ w₀.

Substituting these into D (x v + y R v) returns D w in each component, and D cancels. The equations `e0` and `e1` are these two checks.

```lean
/-- If `sin θ ≠ 0`, a nonzero vector and its rotated copy span the plane over the reals. -/
theorem exists_coords {θ : ℝ} (hs : Real.sin θ ≠ 0) {v : Fin 2 → ℝ} (hv : v ≠ 0)
    (w : Fin 2 → ℝ) : ∃ x y : ℝ, w = x • v + y • (rot θ *ᵥ v) := by
  have hp := dot_pos hv
  simp only [dotProduct, Fin.sum_univ_two] at hp
  have hD : Real.sin θ * (v 0 * v 0 + v 1 * v 1) ≠ 0 := mul_ne_zero hs hp.ne'
  -- Cramer's rule
  obtain ⟨x, hx⟩ : ∃ x, x * (Real.sin θ * (v 0 * v 0 + v 1 * v 1)) =
      w 0 * (Real.sin θ * v 0 + Real.cos θ * v 1)
        - w 1 * (Real.cos θ * v 0 - Real.sin θ * v 1) := ⟨_, div_mul_cancel₀ _ hD⟩
  obtain ⟨y, hy⟩ : ∃ y, y * (Real.sin θ * (v 0 * v 0 + v 1 * v 1)) =
      v 0 * w 1 - v 1 * w 0 := ⟨_, div_mul_cancel₀ _ hD⟩
  have e0 : w 0 = x * v 0 + y * (Real.cos θ * v 0 - Real.sin θ * v 1) := by
    apply mul_left_cancel₀ hD
    linear_combination (-v 0) * hx - (Real.cos θ * v 0 - Real.sin θ * v 1) * hy
  have e1 : w 1 = x * v 1 + y * (Real.sin θ * v 0 + Real.cos θ * v 1) := by
    apply mul_left_cancel₀ hD
    linear_combination (-v 1) * hx - (Real.sin θ * v 0 + Real.cos θ * v 1) * hy
  refine ⟨x, y, ?_⟩
  rw [rot_mulVec]
  exact funext (Fin.forall_fin_two.mpr ⟨e0, e1⟩)
```

**(e) Let R map L into itself, with sin θ ≠ 0, and let v be a shortest nonzero vector of L. Show that L is the integer span of v and R v.**

Integer combinations of v and R v lie in L, because L is closed under addition, negation and R. Conversely, take w in L and write w = x v + y R v by (d). Let m and n be integers nearest to x and y, and set a = x − m, b = y − n. Then |a| ≤ 1/2 and |b| ≤ 1/2, and the remainder r = a v + b R v lies in L. By (b),

|r|² ≤ (1/4 + 1/4 + |cos θ|/2) |v|² < |v|²,

since sin θ ≠ 0 forces |cos θ| < 1. Hence r = 0 and w = m v + n R v.

Here L is any additive subgroup of the plane, and the existence of a shortest vector is assumed. The proof supposes that the remainder is nonzero: `hle` says that it is then at least as long as v, and `hlt` contradicts this.

```lean
/-- If a rotation with `sin θ ≠ 0` maps a group `L` of translations into itself, then `L` is
the integer span of any shortest nonzero vector and its rotated copy. -/
theorem shortest_generates (L : AddSubgroup (Fin 2 → ℝ)) {θ : ℝ} (hs : Real.sin θ ≠ 0)
    (hR : ∀ w ∈ L, rot θ *ᵥ w ∈ L) {v : Fin 2 → ℝ} (hv : IsShortest L v) (w : Fin 2 → ℝ) :
    w ∈ L ↔ ∃ m n : ℤ, w = (m : ℝ) • v + (n : ℝ) • (rot θ *ᵥ v) := by
  have hcomb : ∀ m n : ℤ, (m : ℝ) • v + (n : ℝ) • (rot θ *ᵥ v) ∈ L := by
    intro m n
    rw [Int.cast_smul_eq_zsmul ℝ m, Int.cast_smul_eq_zsmul ℝ n]
    exact L.add_mem (L.zsmul_mem hv.1 m) (L.zsmul_mem (hR v hv.1) n)
  constructor
  · intro hw
    obtain ⟨x, y, hxy⟩ := exists_coords hs hv.2.1 w
    refine ⟨round x, round y, ?_⟩
    by_contra hne
    -- the remainder after rounding is a nonzero lattice vector, hence not shorter than `v`
    have hle := hv.2.2 _ (L.sub_mem hw (hcomb (round x) (round y))) (sub_ne_zero.mpr hne)
    have e : w - ((round x : ℝ) • v + (round y : ℝ) • (rot θ *ᵥ v)) =
        (x - round x) • v + (y - round y) • (rot θ *ᵥ v) := by
      rw [hxy]; module
    rw [e, dot_comb] at hle
    have ha := abs_sub_round x
    have hb := abs_sub_round y
    generalize x - (round x : ℝ) = a at ha hle
    generalize y - (round y : ℝ) = b at hb hle
    have hc2 : Real.cos θ ^ 2 < 1 := by
      have := Real.sin_sq_add_cos_sq θ
      have : 0 < Real.sin θ ^ 2 := by positivity
      linarith
    have hc : |Real.cos θ| < 1 := abs_lt.mpr ⟨by nlinarith, by nlinarith⟩
    have hab : |a| * |b| ≤ 1 / 4 := by nlinarith [abs_nonneg a, abs_nonneg b]
    have h1 : a * b * Real.cos θ ≤ |a| * |b| * |Real.cos θ| := by
      rw [← abs_mul, ← abs_mul]; exact le_abs_self _
    have h2 := mul_le_mul_of_nonneg_right hab (abs_nonneg (Real.cos θ))
    obtain ⟨a1, a2⟩ := abs_le.mp ha
    obtain ⟨b1, b2⟩ := abs_le.mp hb
    have ha2 : a ^ 2 ≤ 1 / 4 := by nlinarith
    have hb2 : b ^ 2 ≤ 1 / 4 := by nlinarith
    -- but its squared length is strictly below that of `v`
    have hlt : a ^ 2 + b ^ 2 + 2 * a * b * Real.cos θ < 1 := by linarith
    nlinarith [mul_pos (sub_pos.mpr hlt) (dot_pos hv.2.1)]
  · rintro ⟨m, n, rfl⟩
    exact hcomb m n
```

**(f) Bound det A times each coordinate of x in terms of the length of u = A x.**

Eliminating one coordinate at a time gives

det A · x₀ = A₁₁ u₀ − A₀₁ u₁,

det A · x₁ = A₀₀ u₁ − A₁₀ u₀.

Let S be the sum of the squares of the four entries of A. By the Cauchy–Schwarz inequality, for i = 0 and 1,

(det A · xᵢ)² ≤ S |u|².

The squares handed to `nlinarith` are the terms by which the right side exceeds the left.

```lean
/-- `det A` times either coordinate of `x` is bounded in terms of the length of `A x`. -/
theorem coord_bound (A : Matrix (Fin 2) (Fin 2) ℝ) (x : Fin 2 → ℝ) : ∀ i, (A.det * x i) ^ 2 ≤
    (A 0 0 ^ 2 + A 0 1 ^ 2 + A 1 0 ^ 2 + A 1 1 ^ 2) * ((A *ᵥ x) ⬝ᵥ (A *ᵥ x)) := by
  obtain ⟨u, hu⟩ : ∃ u, u = A *ᵥ x := ⟨_, rfl⟩
  have h0 : A.det * x 0 = A 1 1 * u 0 - A 0 1 * u 1 := by
    rw [hu]; simp only [Matrix.det_fin_two, Matrix.mulVec, dotProduct, Fin.sum_univ_two]; ring
  have h1 : A.det * x 1 = A 0 0 * u 1 - A 1 0 * u 0 := by
    rw [hu]; simp only [Matrix.det_fin_two, Matrix.mulVec, dotProduct, Fin.sum_univ_two]; ring
  rw [← hu]
  refine Fin.forall_fin_two.mpr ⟨?_, ?_⟩
  · rw [h0]; simp only [dotProduct, Fin.sum_univ_two]
    nlinarith [sq_nonneg (A 1 1 * u 1 + A 0 1 * u 0), sq_nonneg (A 0 0 * u 0),
      sq_nonneg (A 0 0 * u 1), sq_nonneg (A 1 0 * u 0), sq_nonneg (A 1 0 * u 1)]
  · rw [h1]; simp only [dotProduct, Fin.sum_univ_two]
    nlinarith [sq_nonneg (A 0 0 * u 0 + A 1 0 * u 1), sq_nonneg (A 1 1 * u 0),
      sq_nonneg (A 1 1 * u 1), sq_nonneg (A 0 1 * u 0), sq_nonneg (A 0 1 * u 1)]
```

**(g) Show that A ℤ² has a shortest nonzero vector when det A ≠ 0.**

Let f(z) = |A z|² and take z = (1, 1), written `1` in Lean, as a reference. A nonzero integer pair z competes only if f(z) ≤ f(1, 1). By (f), each competitor satisfies

zᵢ² ≤ S f(1, 1) / (det A)².

Only finitely many integer pairs do so, and the reference is among them, so f has a minimum on this set. Every excluded nonzero pair gives a vector longer than the reference, so the minimum holds over the whole lattice. The minimising vector is nonzero because A is invertible.

In Lean, `hfin` encloses the competitors in a finite box, and `Set.exists_min_image` selects the minimum.

```lean
/-- A plane lattice with invertible basis matrix has a shortest nonzero vector. -/
theorem exists_shortest {A : Matrix (Fin 2) (Fin 2) ℝ} (hA : A.det ≠ 0) :
    ∃ v, IsShortest (lattice A) v := by
  let f : (Fin 2 → ℤ) → ℝ := fun z =>
    (A *ᵥ (fun i => (z i : ℝ))) ⬝ᵥ (A *ᵥ (fun i => (z i : ℝ)))
  let T : Set (Fin 2 → ℤ) := {z | z ≠ 0 ∧ f z ≤ f 1}
  -- only finitely many lattice vectors are as short as a given one
  have hfin : T.Finite := by
    obtain ⟨N, hN⟩ : ∃ N : ℤ, (A 0 0 ^ 2 + A 0 1 ^ 2 + A 1 0 ^ 2 + A 1 1 ^ 2) * f 1
        / A.det ^ 2 ≤ N := ⟨_, Int.le_ceil _⟩
    refine (Set.finite_Icc (fun _ => -(N + 1)) (fun _ => N + 1)).subset ?_
    intro z hz
    have hb : ∀ i, -(N + 1) ≤ z i ∧ z i ≤ N + 1 := by
      intro i
      have h1 := (coord_bound A (fun i => (z i : ℝ)) i).trans
        (mul_le_mul_of_nonneg_left hz.2 (by positivity))
      have h2 : (z i : ℝ) ^ 2 ≤ N := by
        refine le_trans ((le_div_iff₀ (by positivity)).mpr ?_) hN
        calc (z i : ℝ) ^ 2 * A.det ^ 2 = (A.det * (z i : ℝ)) ^ 2 := by ring
          _ ≤ _ := h1
      have h3 : z i ^ 2 ≤ N := by exact_mod_cast h2
      constructor <;> nlinarith [sq_nonneg (z i - 1), sq_nonneg (z i + 1), sq_nonneg (z i)]
    exact ⟨fun i => (hb i).1, fun i => (hb i).2⟩
  obtain ⟨z, hz, hmin⟩ := Set.exists_min_image T f hfin ⟨1, one_ne_zero, le_refl _⟩
  refine ⟨A *ᵥ (fun i => (z i : ℝ)), ⟨z, rfl⟩, ?_, ?_⟩
  · intro h
    have h0 := Matrix.eq_zero_of_mulVec_eq_zero hA h
    exact hz.1 (funext fun i => by simpa using congrFun h0 i)
  · rintro _ ⟨y, rfl⟩ hw
    have hy : y ≠ 0 := by
      rintro rfl
      exact hw (by ext i; simp [Matrix.mulVec, dotProduct])
    by_cases h : f y ≤ f 1
    · exact hmin y ⟨hy, h⟩
    · exact hz.2.trans (not_le.mp h).le
```

**(h) Let det A ≠ 0 and let the rotation through 90° or 60° map A ℤ² into itself. Show that a shortest nonzero vector exists, and that each such v generates the lattice together with R v.**

Both angles lie strictly between 0 and π, so sin θ > 0. Part (g) gives existence and part (e) gives generation.

For 90° the lattice is square, for 60° hexagonal. In a periodic electronic-structure calculation on a two-dimensional crystal with such a translation lattice, one length and one orientation therefore fix a primitive cell; the theorem concerns the translations only, not the atoms in the cell. The rotation symmetry is a hypothesis, and the other plane lattice types are not classified here.

```lean
/-- A plane lattice mapped into itself by the rotation through 90 or 60 degrees has a shortest
nonzero vector, and every such vector together with its rotated copy generates the lattice. -/
theorem square_or_hexagonal {A : Matrix (Fin 2) (Fin 2) ℝ} (hA : A.det ≠ 0) {θ : ℝ}
    (hθ : θ = π / 2 ∨ θ = π / 3) (hR : ∀ w ∈ lattice A, rot θ *ᵥ w ∈ lattice A) :
    (∃ v, IsShortest (lattice A) v) ∧ ∀ v, IsShortest (lattice A) v → ∀ w,
      (w ∈ lattice A ↔ ∃ m n : ℤ, w = (m : ℝ) • v + (n : ℝ) • (rot θ *ᵥ v)) := by
  have hs : Real.sin θ ≠ 0 := by
    apply ne_of_gt
    apply Real.sin_pos_of_pos_of_lt_pi <;> rcases hθ with rfl | rfl <;> linarith [Real.pi_pos]
  exact ⟨exists_shortest hA, fun v hv w => shortest_generates _ hs hR hv w⟩
```

**(i) Conversely, let L be the integer span of some v ≠ 0 and R v, with θ equal to 90° or 60°. Show that R maps L into itself and that v is a shortest nonzero vector of L.**

Put k = 2 cos θ, which is 0 for 90° and 1 for 60°. The double-angle formulas give R² v = k R v − v, so

R (m v + n R v) = −n v + (m + k n) R v,

which again has integer coefficients. By (b),

|m v + n R v|² = (m² + n² + k m n) |v|².

For k = 0 the bracket is m² + n². For k = 1 it equals

(m² + n² + (m + n)²) / 2.

Either way it is a positive integer unless m = n = 0, hence at least 1. The identity for R² is `hRR`, and the lower bound is `hq`.

```lean
/-- Conversely, for 90 or 60 degrees, the integer span of a nonzero `v` and its rotated copy is
mapped into itself by the rotation, and `v` is a shortest nonzero vector of it. -/
theorem span_invariant_and_shortest {θ : ℝ} (hθ : θ = π / 2 ∨ θ = π / 3) {v : Fin 2 → ℝ}
    (hv : v ≠ 0) (L : AddSubgroup (Fin 2 → ℝ))
    (hL : ∀ w, w ∈ L ↔ ∃ m n : ℤ, w = (m : ℝ) • v + (n : ℝ) • (rot θ *ᵥ v)) :
    (∀ w ∈ L, rot θ *ᵥ w ∈ L) ∧ IsShortest L v := by
  obtain ⟨k, hk, hk2⟩ : ∃ k : ℤ, 2 * Real.cos θ = k ∧ (k = 0 ∨ k = 1) := by
    rcases hθ with rfl | rfl
    · exact ⟨0, by simp, Or.inl rfl⟩
    · exact ⟨1, by rw [Real.cos_pi_div_three]; norm_num, Or.inr rfl⟩
  -- Cayley-Hamilton for the rotation
  have hRR : rot θ *ᵥ (rot θ *ᵥ v) = (2 * Real.cos θ) • (rot θ *ᵥ v) - v := by
    simp only [rot_mulVec]
    refine funext (Fin.forall_fin_two.mpr ⟨?_, ?_⟩) <;>
      simp only [Pi.sub_apply, Pi.smul_apply, smul_eq_mul, Matrix.cons_val_zero,
        Matrix.cons_val_one]
    · linear_combination (-v 0) * Real.sin_sq_add_cos_sq θ
    · linear_combination (-v 1) * Real.sin_sq_add_cos_sq θ
  refine ⟨?_, (hL v).mpr ⟨1, 0, by simp⟩, hv, ?_⟩
  · intro w hw
    obtain ⟨m, n, rfl⟩ := (hL w).mp hw
    refine (hL _).mpr ⟨-n, m + k * n, ?_⟩
    rw [Matrix.mulVec_add, Matrix.mulVec_smul, Matrix.mulVec_smul, hRR, hk]
    push_cast
    module
  · intro w hw hw0
    obtain ⟨m, n, rfl⟩ := (hL w).mp hw
    -- the integer quadratic form is at least one away from the origin
    have hq : 1 ≤ m ^ 2 + n ^ 2 + k * m * n := by
      by_contra h
      have h' := not_le.mp h
      have hmn : m ^ 2 + n ^ 2 ≤ 0 := by
        rcases hk2 with h0 | h0 <;> rw [h0] at h' <;>
          nlinarith [sq_nonneg (m + n), sq_nonneg m, sq_nonneg n]
      have hm : m = 0 := (pow_eq_zero_iff two_ne_zero).mp
        (by linarith [sq_nonneg m, sq_nonneg n] : m ^ 2 = 0)
      have hn : n = 0 := (pow_eq_zero_iff two_ne_zero).mp
        (by linarith [sq_nonneg m, sq_nonneg n] : n ^ 2 = 0)
      exact hw0 (by simp [hm, hn])
    have hqR : (1 : ℝ) ≤ (m : ℝ) ^ 2 + (n : ℝ) ^ 2 + k * m * n := by exact_mod_cast hq
    have e : (m : ℝ) ^ 2 + (n : ℝ) ^ 2 + 2 * m * n * Real.cos θ =
        (m : ℝ) ^ 2 + (n : ℝ) ^ 2 + k * m * n := by rw [← hk]; ring
    rw [dot_comb, e]
    exact le_mul_of_one_le_left (dot_pos hv).le hqR
```

**(j) Show that the conclusion of (h) fails for the half turn on ℤ².**

The half turn sends w to −w, so it maps ℤ² into itself. By (i) with the quarter turn, (1, 0) is a shortest nonzero vector. Its half-turn copy is (−1, 0), and every combination of the two has second component 0, so (0, 1) is missed. Here sin θ = 0, which is the case that (e) excludes. In Lean, ℤ² is `lattice 1`, with `1` the identity matrix.

```lean
/-- The half turn maps `ℤ²` into itself and `(1, 0)` is a shortest nonzero vector, yet `(0, 1)`
is not an integer combination of `(1, 0)` and its rotated copy. -/
theorem half_turn_fails : (∀ w ∈ lattice 1, rot π *ᵥ w ∈ lattice 1) ∧
    IsShortest (lattice 1) ![1, 0] ∧ ![0, 1] ∈ lattice 1 ∧
    ¬ ∃ m n : ℤ, (![0, 1] : Fin 2 → ℝ) =
      (m : ℝ) • ![1, 0] + (n : ℝ) • (rot π *ᵥ ![1, 0]) := by
  refine ⟨?_, ?_, ⟨![0, 1], ?_⟩, ?_⟩
  · intro w hw
    have e : rot π *ᵥ w = -w := by
      rw [rot_mulVec]
      refine funext (Fin.forall_fin_two.mpr ⟨?_, ?_⟩) <;> simp
    rw [e]
    exact (lattice 1).neg_mem hw
  · -- `ℤ²` is the integer span of `(1, 0)` and its quarter-turn copy
    refine (span_invariant_and_shortest (Or.inl rfl) ?_ (lattice 1) ?_).2
    · intro h
      simpa using congrFun h 0
    · intro w
      constructor
      · rintro ⟨z, rfl⟩
        refine ⟨z 0, z 1, ?_⟩
        rw [Matrix.one_mulVec, rot_mulVec]
        refine funext (Fin.forall_fin_two.mpr ⟨?_, ?_⟩) <;> simp
      · rintro ⟨m, n, rfl⟩
        refine ⟨![m, n], ?_⟩
        rw [Matrix.one_mulVec, rot_mulVec]
        refine funext (Fin.forall_fin_two.mpr ⟨?_, ?_⟩) <;> simp
  · rw [Matrix.one_mulVec]
    refine funext (Fin.forall_fin_two.mpr ⟨?_, ?_⟩) <;> simp
  · rintro ⟨m, n, h⟩
    rw [rot_mulVec] at h
    have h1 := congrFun h 1
    simp at h1

end

end PlaneLatticeRotation
```

```lean
#print axioms PlaneLatticeRotation.shortest_generates
-- 'PlaneLatticeRotation.shortest_generates' depends on axioms: [propext, Classical.choice, Quot.sound]
#print axioms PlaneLatticeRotation.square_or_hexagonal
-- 'PlaneLatticeRotation.square_or_hexagonal' depends on axioms: [propext, Classical.choice, Quot.sound]
#print axioms PlaneLatticeRotation.half_turn_fails
-- 'PlaneLatticeRotation.half_turn_fails' depends on axioms: [propext, Classical.choice, Quot.sound]
```
